# Toggling one of \(n\) occupations in the Bravyi–Kitaev encoding with power-of-two intervals changes at most \(\lfloor\log_2 n\rfloor+1\) qubits

## Three modes on three qubits

Take three fermionic modes with occupations \(x_1,x_2,x_3\), each 0 or 1, and store them in three qubits as

\[
q_1=x_1,\qquad q_2=x_1+x_2,\qquad q_3=x_3 \pmod 2 .
\]

If mode 1 is switched between empty and filled, qubits 1 and 2 change. If mode 2 is switched, only qubit 2 changes, and for mode 3 only qubit 3. No switch touches more than two qubits. If qubit \(k\) stored the full parity \(x_1+\dots+x_k\) instead, switching mode 1 would change all three.

The reason lies in the lengths of the stored intervals. Qubits 1 and 3 each cover one mode, and these modes are different; qubit 2 covers two modes. A given mode therefore meets at most one interval of length 1 and at most one of length 2. The same holds for any number of modes: the lengths are powers of two, and a mode meets each length at most once.

## Why parities are stored at all

Acting on a state with definite occupations, a fermionic creation or annihilation operator for mode \(j\) either gives zero (when the mode is already filled or already empty, respectively) or changes the occupation of that mode and multiplies the state by a sign, which depends on the parity of the occupations of the modes before \(j\). The Jordan–Wigner encoding stores the occupations themselves, so the change is local but the sign involves up to \(n-1\) qubits. Storing full prefix parities makes the sign easy to read and the change expensive. The Bravyi–Kitaev encoding lies between the two, with parities of selected intervals.

For simulations of electrons in a finite set of \(n\) modes, the result limits how many qubits a single ladder operator has to flip. It concerns the flips only, and leaves aside the qubits that supply the sign.

## The encoding and the two claims

Modes and qubits are numbered from 1 to \(n\), with \(n\ge 1\). For \(k\ge 1\) let \(v(k)\) be the exponent of 2 in \(k\), and let \(b(k)=2^{v(k)}\). This is the largest power of two dividing \(k\): if \(2^a\) divides \(k\), then \(a\le v(k)\), so \(2^a\le b(k)\). Qubit \(k\) stores

\[
q_k=\sum_{i\in I_k}x_i \pmod 2,\qquad I_k=(k-b(k),\,k].
\]

The interval contains the integers from \(k-b(k)+1\) to \(k\), so it has \(b(k)\) elements. When \(n\) is not a power of two, another version of the encoding, built on a different tree, is also in use. For three modes it stores \(x_1\), \(x_1+x_2\) and \(x_1+x_2+x_3\), so switching mode 1 changes three qubits. The bound below does not apply to that version.

The first claim is that toggling one occupation changes at most \(\lfloor\log_2 n\rfloor+1\) qubits, and that for mode 1 exactly this number of intervals is affected. The second is that the occupation of a single mode can be read from at most the same number of qubits:

\[
x_j=q_j+\sum_{i=0}^{v(j)-1}q_{j-2^i}\pmod 2,\qquad 1\le j\le n .
\]

## Counting the changed qubits

Toggling mode \(j\) replaces \(x_i\) by \(x_i+\delta_{ij}\) modulo 2. Summing over \(I_k\), we find that \(q_k\) increases by 1 if \(j\in I_k\) and by 0 otherwise. The changed qubits are therefore the nodes \(k\le n\) with \(j\in I_k\), which form the update set of \(j\).

Suppose that two nodes \(k<l\) of this set have the same interval length \(b\). Both are multiples of \(b\), so \(l-k\ge b\), that is, \(k\le l-b\). From \(j\in I_k\) we get \(j\le k\), and from \(j\in I_l\) we get \(l-b<j\). Together these give

\[
j\le k\le l-b<j,
\]

which is impossible. Different nodes of the update set thus have different exponents \(v(k)\). Since \(2^{v(k)}\) divides \(k\), we have \(2^{v(k)}\le k\le n\), so each exponent is one of \(0,1,\dots,\lfloor\log_2 n\rfloor\). There are \(\lfloor\log_2 n\rfloor+1\) such values, hence at most that many nodes.

The bound is reached by mode 1. For each \(a\) from 0 to \(\lfloor\log_2 n\rfloor\), node \(2^a\) is at most \(n\) and stores \((0,2^a]\), which contains 1.

A plausible wrong turn is to bound the exponents by \(\log_2 j\) instead of \(\log_2 n\). The nodes whose intervals contain \(j\) lie at or above \(j\), so their lengths can exceed \(j\). With \(n=4\) and \(j=1\), the false bound would be one qubit, whereas qubits 1, 2 and 4 all change.

## Reading one occupation

Let \(1\le j\le n\) and \(i<v(j)\). Then \(2^{i+1}\) divides \(j\), so \(j-2^i\) is a positive odd multiple of \(2^i\), and \(b(j-2^i)=2^i\). Node \(j-2^i\) therefore stores

\[
I_{j-2^i}=(j-2^{i+1},\,j-2^i].
\]

For \(i=0,1,\dots,v(j)-1\) these intervals join end to end and cover \((j-b(j),\,j-1]\) exactly once. Let \(S\) be the parity of the occupations in that range. The sum of the qubits \(q_{j-2^i}\) is \(S\), while \(q_j=S+x_j\). Adding them gives \(2S+x_j=x_j\) modulo 2.

For \(j=4\) this reads \(x_4=q_4+q_3+q_2\), with \(q_3=x_3\) and \(q_2=x_1+x_2\). For odd \(j\) the sum is empty and \(x_j=q_j\). The number of qubits read is \(v(j)+1\), and \(2^{v(j)}\le j\le n\) gives \(v(j)+1\le\lfloor\log_2 n\rfloor+1\).

The condition \(j\le n\) matters for this count. For \(n=3\) and \(j=4\), the formula reads three qubits, but \(\lfloor\log_2 3\rfloor+1=2\).

## The statement in Lean

Occupations are a function `x : ℕ → ZMod 2`, so addition is addition of parities. The function is defined on all natural numbers, but nodes 1 to \(n\) read only modes 1 to \(n\). The definitions `low`, `stored` and `qubit` are \(b(k)\), \(I_k\) and \(q_k\), and `padicValNat 2 k` is \(v(k)\). The half-open interval is `Finset.Ioc`, and `Nat.log 2 n` is the logarithm rounded down.

The main theorem, `card_changed_qubits_le`, says that for every `n`, `j` and `x`, the set of nodes from 1 to `n` where `qubit (toggle x j) k` differs from `qubit x k` has at most `Nat.log 2 n + 1` elements. It compares the encoded bits before and after the toggle, without reference to update sets. The set `updateSet n j` includes node \(j\) itself when \(1\le j\le n\); some conventions list that qubit separately.

`card_updateSet_one` gives the exact count for mode 1, and `occupation_decoding` combines the reading formula with its bound on the number of qubits.

These are statements about classical bit strings, which label the basis states. Hilbert space, ladder operators, their signs and Pauli strings do not appear. In particular, the number of qubits needed for the parity of all modes before \(j\) is not bounded here, so the theorems do not give the full weight of an encoded fermionic operator.

```lean
import Mathlib

open Finset

namespace BravyiKitaevUpdate

/-- The largest power of two dividing the node number `k`, for `k ≥ 1`. -/
def low (k : ℕ) : ℕ := 2 ^ padicValNat 2 k

/-- The interval `(k - low k, k]` of modes whose parity is stored in node `k`, for `k ≥ 1`. -/
def stored (k : ℕ) : Finset ℕ := Finset.Ioc (k - low k) k

/-- The update set of mode `j`: the nodes among `1, …, n` whose stored interval contains `j`. -/
def updateSet (n j : ℕ) : Finset ℕ := (Finset.Icc 1 n).filter (fun k => j ∈ stored k)

/-- The value of qubit `k`: the parity of the occupations `x` over the interval stored there. -/
def qubit (x : ℕ → ZMod 2) (k : ℕ) : ZMod 2 := ∑ i ∈ stored k, x i

/-- The occupations after mode `j` has been switched between empty and filled. -/
def toggle (x : ℕ → ZMod 2) (j : ℕ) : ℕ → ZMod 2 := fun i => x i + if i = j then 1 else 0

/-- For `k ≥ 1`, `low k` divides `k`, and every power of two dividing `k` is at most `low k`. -/
theorem low_greatest {k : ℕ} (hk : 1 ≤ k) :
    low k ∣ k ∧ ∀ a : ℕ, 2 ^ a ∣ k → 2 ^ a ≤ low k := by
  refine ⟨pow_padicValNat_dvd, fun a ha => ?_⟩
  exact Nat.pow_le_pow_right (by norm_num)
    ((padicValNat_dvd_iff_le (p := 2) (by omega : k ≠ 0)).1 ha)

/-- Two stored intervals of the same length that share a mode belong to the same node. -/
theorem eq_of_common_mode {k l j : ℕ} (hkl : low k = low l)
    (hk : j ∈ stored k) (hl : j ∈ stored l) : k = l := by
  have dk : low k ∣ k := pow_padicValNat_dvd
  have dl : low k ∣ l := by
    rw [hkl]
    exact pow_padicValNat_dvd
  simp only [stored, Finset.mem_Ioc] at hk hl
  rw [← hkl] at hl
  -- distinct multiples of the common length are at least that length apart
  rcases lt_trichotomy k l with h | h | h
  · have := Nat.le_of_dvd (by omega) (Nat.dvd_sub dl dk)
    omega
  · exact h
  · have := Nat.le_of_dvd (by omega) (Nat.dvd_sub dk dl)
    omega

/-- Each mode lies in at most `⌊log₂ n⌋ + 1` of the intervals stored in nodes `1, …, n`. -/
theorem card_updateSet_le (n j : ℕ) : (updateSet n j).card ≤ Nat.log 2 n + 1 := by
  have mem : ∀ k, k ∈ updateSet n j ↔ (1 ≤ k ∧ k ≤ n) ∧ j ∈ stored k := by
    intro k
    simp only [updateSet, Finset.mem_filter, Finset.mem_Icc]
  -- the exponent of the interval length labels the nodes of an update set
  have h : (updateSet n j).card ≤ (Finset.range (Nat.log 2 n + 1)).card := by
    apply Finset.card_le_card_of_injOn (fun k => padicValNat 2 k)
    · intro k hk
      have hk' := (mem k).1 (Finset.mem_coe.1 hk)
      have hle : 2 ^ padicValNat 2 k ≤ k := Nat.le_of_dvd (by omega) pow_padicValNat_dvd
      exact Finset.mem_coe.2 (Finset.mem_range.2 (Nat.lt_succ_of_le
        (Nat.le_log_of_pow_le (by norm_num) (hle.trans hk'.1.2))))
    · intro k hk l hl hkl
      exact eq_of_common_mode (congrArg (fun a => 2 ^ a) hkl)
        ((mem k).1 (Finset.mem_coe.1 hk)).2 ((mem l).1 (Finset.mem_coe.1 hl)).2
  simpa only [Finset.card_range] using h

/-- Toggling mode `j` adds one, modulo two, to qubit `k` if `j` is in its stored interval,
and leaves the qubit unchanged otherwise. -/
theorem qubit_toggle (x : ℕ → ZMod 2) (j k : ℕ) :
    qubit (toggle x j) k = qubit x k + if j ∈ stored k then 1 else 0 := by
  simp only [qubit, toggle, Finset.sum_add_distrib, Finset.sum_ite_eq']

/-- Main theorem: in the encoding on `n` qubits, toggling the occupation of one mode changes
at most `⌊log₂ n⌋ + 1` qubits. -/
theorem card_changed_qubits_le (n j : ℕ) (x : ℕ → ZMod 2) :
    ((Finset.Icc 1 n).filter (fun k => qubit (toggle x j) k ≠ qubit x k)).card
      ≤ Nat.log 2 n + 1 := by
  have h : (Finset.Icc 1 n).filter (fun k => qubit (toggle x j) k ≠ qubit x k)
      = updateSet n j := by
    unfold updateSet
    apply Finset.filter_congr
    intro k _
    rw [qubit_toggle]
    by_cases hj : j ∈ stored k <;> simp [hj]
  rw [h]
  exact card_updateSet_le n j

/-- For every `n ≥ 1`, mode `1` lies in exactly `⌊log₂ n⌋ + 1` of the intervals stored in nodes `1,
…, n`. -/
theorem card_updateSet_one {n : ℕ} (hn : 1 ≤ n) :
    (updateSet n 1).card = Nat.log 2 n + 1 := by
  apply le_antisymm (card_updateSet_le n 1)
  -- every power of two up to `n` is a node that stores mode 1
  have h : (Finset.range (Nat.log 2 n + 1)).card ≤ (updateSet n 1).card := by
    apply Finset.card_le_card_of_injOn (fun a => 2 ^ a)
    · intro a ha
      have ha' := Finset.mem_range.1 (Finset.mem_coe.1 ha)
      have hle : 2 ^ a ≤ n := Nat.pow_le_of_le_log (by omega) (by omega)
      have hpos : 1 ≤ 2 ^ a := Nat.one_le_two_pow
      have hlow : low (2 ^ a) = 2 ^ a := by
        unfold low
        rw [padicValNat.prime_pow]
      apply Finset.mem_coe.2
      simp only [updateSet, stored, Finset.mem_filter, Finset.mem_Icc, Finset.mem_Ioc, hlow]
      omega
    · intro a _ b _ hab
      exact Nat.pow_right_injective (le_refl 2) hab
  simpa only [Finset.card_range] using h

/-- If `2 ^ i` is smaller than the interval length of node `j`, then node `j - 2 ^ i` stores an
interval of length `2 ^ i`. -/
theorem low_sub_pow {j i : ℕ} (hj : 1 ≤ j) (hi : i < padicValNat 2 j) :
    low (j - 2 ^ i) = 2 ^ i := by
  have hd : 2 ^ (i + 1) ∣ j := (padicValNat_dvd_iff_le (p := 2) (by omega : j ≠ 0)).2 hi
  have hle := Nat.le_of_dvd (by omega) hd
  have hs : 2 ^ (i + 1) = 2 ^ i * 2 := pow_succ 2 i
  have hpos : 0 < 2 ^ i := by positivity
  have hne : j - 2 ^ i ≠ 0 := by omega
  have hdi : 2 ^ i ∣ j - 2 ^ i :=
    Nat.dvd_sub ((pow_dvd_pow 2 (Nat.le_succ i)).trans hd) (dvd_refl _)
  have hnd : ¬ 2 ^ (i + 1) ∣ j - 2 ^ i := by
    intro h
    have h2 := Nat.dvd_sub hd h
    have h3 : j - (j - 2 ^ i) = 2 ^ i := by omega
    rw [h3] at h2
    have := Nat.le_of_dvd hpos h2
    omega
  rw [padicValNat_dvd_iff_le (p := 2) hne] at hdi hnd
  have hv : padicValNat 2 (j - 2 ^ i) = i := by omega
  unfold low
  rw [hv]

/-- For `1 ≤ j ≤ n`, the occupation of mode `j` is the sum modulo two of qubit `j` and the qubits `j
- 2 ^ i` with `2 ^ i < low j`; these are at most `⌊log₂ n⌋ + 1` qubits. -/
theorem occupation_decoding {n j : ℕ} (hj : 1 ≤ j) (hjn : j ≤ n) (x : ℕ → ZMod 2) :
    x j = qubit x j + ∑ i ∈ Finset.range (padicValNat 2 j), qubit x (j - 2 ^ i) ∧
      padicValNat 2 j + 1 ≤ Nat.log 2 n + 1 := by
  have hle : 2 ^ padicValNat 2 j ≤ j := Nat.le_of_dvd (by omega) pow_padicValNat_dvd
  refine ⟨?_, Nat.succ_le_succ (Nat.le_log_of_pow_le (by norm_num) (hle.trans hjn))⟩
  -- the smaller intervals tile the modes just below `j`
  have tile : ∀ t, t ≤ padicValNat 2 j →
      ∑ i ∈ Finset.range t, qubit x (j - 2 ^ i) = ∑ i ∈ Finset.Ioc (j - 2 ^ t) (j - 1), x i := by
    intro t
    induction t with
    | zero => intro _; simp
    | succ t ih =>
      intro ht
      have hpos : 1 ≤ 2 ^ t := Nat.one_le_two_pow
      have hs : j - 2 ^ t - 2 ^ t = j - 2 ^ (t + 1) := by
        rw [pow_succ]
        omega
      rw [Finset.sum_range_succ, ih (by omega), qubit, stored, low_sub_pow hj (by omega), hs,
        add_comm]
      exact Finset.sum_Ioc_consecutive x (by omega) (by omega)
  have hpos : 1 ≤ 2 ^ padicValNat 2 j := Nat.one_le_two_pow
  have hsingle : Finset.Ioc (j - 1) j = {j} := by
    ext i
    simp only [Finset.mem_Ioc, Finset.mem_singleton]
    omega
  have hq : qubit x j = ∑ i ∈ Finset.Ioc (j - 2 ^ padicValNat 2 j) (j - 1), x i + x j := by
    have h := Finset.sum_Ioc_consecutive x
      (by omega : j - 2 ^ padicValNat 2 j ≤ j - 1) (by omega : j - 1 ≤ j)
    rw [hsingle, Finset.sum_singleton] at h
    exact h.symm
  -- the tiled parity occurs twice and cancels modulo two
  rw [tile _ le_rfl, hq]
  have h2 := CharTwo.add_self_eq_zero
    (∑ i ∈ Finset.Ioc (j - 2 ^ padicValNat 2 j) (j - 1), x i)
  linear_combination -h2

end BravyiKitaevUpdate
```

```lean
#print axioms BravyiKitaevUpdate.low_greatest
#print axioms BravyiKitaevUpdate.card_changed_qubits_le
#print axioms BravyiKitaevUpdate.card_updateSet_one
#print axioms BravyiKitaevUpdate.occupation_decoding
```

```
'BravyiKitaevUpdate.low_greatest' depends on axioms: [propext, Classical.choice, Quot.sound]
'BravyiKitaevUpdate.card_changed_qubits_le' depends on axioms: [propext, Classical.choice, Quot.sound]
'BravyiKitaevUpdate.card_updateSet_one' depends on axioms: [propext, Classical.choice, Quot.sound]
'BravyiKitaevUpdate.occupation_decoding' depends on axioms: [propext, Classical.choice, Quot.sound]
```

## How the proof follows the derivation

`low_greatest` confirms that `low` deserves its description. That \(b(k)\) divides \(k\) is Mathlib's `pow_padicValNat_dvd`. For the maximality, `padicValNat_dvd_iff_le` turns the divisibility of \(k\) by \(2^a\) into \(a\le v(k)\), and monotonicity of powers gives \(2^a\le b(k)\).

`eq_of_common_mode` is the argument about equal lengths. It splits into the cases \(k<l\), \(k=l\) and \(k>l\). In the unequal cases, the common length divides the difference of the nodes, and `Nat.le_of_dvd` makes that difference at least as large as the length. The tactic `omega` then finds the contradiction in the linear inequalities, the chain \(j\le k\le l-b<j\) or its mirror image.

`card_updateSet_le` does the counting with `Finset.card_le_card_of_injOn`: a set is no larger than another if it maps into it injectively. The map sends a node to its exponent, and the target is `Finset.range (Nat.log 2 n + 1)`, the numbers from 0 to \(\lfloor\log_2 n\rfloor\). The first bullet shows that the exponents land there; the second obtains injectivity from `eq_of_common_mode`.

`qubit_toggle` computes the change of one qubit. The sum is split into the old parity and the sum of the Kronecker delta, which is 1 or 0 according to whether \(j\) lies in the interval. `card_changed_qubits_le` uses this to identify the changed qubits with the update set, node by node, and then applies the count.

`card_updateSet_one` takes the upper bound from the general theorem and proves the lower one by an injection in the other direction, from exponents \(a\) to nodes \(2^a\). The step `hlow` says that such a node has interval length \(2^a\), so that its interval starts at mode 1.

`low_sub_pow` proves \(b(j-2^i)=2^i\) by showing that \(2^i\) divides \(j-2^i\) and \(2^{i+1}\) does not. If \(2^{i+1}\) did, it would also divide the difference \(j-(j-2^i)=2^i\), which is smaller and positive.

In `occupation_decoding`, the statement `tile` is the joining of intervals, proved by induction on the number \(t\) of qubits included:

\[
\sum_{i=0}^{t-1}q_{j-2^i}=\sum_{i\in(j-2^t,\,j-1]}x_i ,\qquad t\le v(j).
\]

For \(t=0\) both sides are empty sums. The step from \(t\) to \(t+1\) adds the interval \((j-2^{t+1},j-2^t]\), and `Finset.sum_Ioc_consecutive` merges the two neighbouring ranges. The same lemma splits \(q_j\) into \(S+x_j\) in `hq`. Finally, `CharTwo.add_self_eq_zero` supplies \(S+S=0\), and `linear_combination` uses it to leave \(x_j\).
